# The adiabatic force in a quadratic shell model is the fixed-shell force at the stationary shells

The theorem `adiabaticEnergy_force` concerns a model with finitely many real shell coordinates `s` and nuclear coordinates `R`, and energy `sᵀ A s / 2 - sᵀ B R + V(R)`, where `A` is symmetric and invertible. It states that if `F s` is the force field of this energy at each fixed `s`, then the adiabatic energy `V(R) - Rᵀ Bᵀ A⁻¹ B R / 2` has at `R` the force `F s R` with `s = A⁻¹ B R`. Force here means minus the derivative along each straight displacement of the nuclei; `A` need not be positive definite, so these shells make the energy stationary but not necessarily minimal. The proof holds the shells at their stationary values for `R` and shows that, along a displacement `t • v`, the fixed-shell energy differs from the adiabatic one by a multiple of `t ^ 2`. This difference has zero derivative at `t = 0`, so subtracting it should leave the force unchanged.

Lean 4 with Mathlib refuses this proof:

```lean
import Mathlib

open Matrix

namespace AdiabaticEnergyForce

noncomputable section

variable {ι κ : Type*} [Fintype ι] [DecidableEq ι] [Fintype κ]

/-- The shell-model energy `sᵀ A s / 2 - sᵀ B R + V(R)` of shells `s` and nuclei `R`. -/
def shellEnergy (A : Matrix ι ι ℝ) (B : Matrix ι κ ℝ) (V : (κ → ℝ) → ℝ)
    (s : ι → ℝ) (R : κ → ℝ) : ℝ :=
  s ⬝ᵥ A *ᵥ s / 2 - s ⬝ᵥ B *ᵥ R + V R

/-- The adiabatic nuclear energy `V(R) - Rᵀ Bᵀ A⁻¹ B R / 2`, for invertible `A`. -/
def adiabaticEnergy (A : Matrix ι ι ℝ) (B : Matrix ι κ ℝ) (V : (κ → ℝ) → ℝ)
    (R : κ → ℝ) : ℝ :=
  V R - R ⬝ᵥ (Bᵀ * A⁻¹ * B) *ᵥ R / 2

/-- `F` is the force field of the energy `W`: the derivative of `W` at `R` along any
displacement `v` exists and equals `-F(R) · v`. -/
def IsForceField (W : (κ → ℝ) → ℝ) (F : (κ → ℝ) → κ → ℝ) : Prop :=
  ∀ R v, HasDerivAt (fun t : ℝ => W (R + t • v)) (-(F R ⬝ᵥ v)) 0

variable {A : Matrix ι ι ℝ} {B : Matrix ι κ ℝ} {V : (κ → ℝ) → ℝ}
  {F : (ι → ℝ) → (κ → ℝ) → κ → ℝ} {G : (κ → ℝ) → κ → ℝ} {m : κ → ℝ} {h : ℝ}

/-- For symmetric invertible `A` and relaxed shells `x`, `A x = B R`, the shell energy is the
adiabatic energy plus a quadratic form in the deviation `s - x`. -/
theorem shellEnergy_eq_add_square (hS : A.IsSymm) (hA : IsUnit A.det)
    (s x : ι → ℝ) (R : κ → ℝ) (hx : A *ᵥ x = B *ᵥ R) :
    shellEnergy A B V s R = adiabaticEnergy A B V R + (s - x) ⬝ᵥ A *ᵥ (s - x) / 2 := by
  have hinv : A⁻¹ *ᵥ (B *ᵥ R) = x := by
    rw [← hx, mulVec_mulVec, nonsing_inv_mul A hA, one_mulVec]
  -- the adiabatic correction is the shell self-energy at `x`
  have hW : R ⬝ᵥ (Bᵀ * A⁻¹ * B) *ᵥ R = x ⬝ᵥ A *ᵥ x := by
    rw [← mulVec_mulVec, ← mulVec_mulVec, hinv, dotProduct_mulVec, vecMul_transpose,
      dotProduct_comm, hx]
  have hsym : x ⬝ᵥ A *ᵥ s = s ⬝ᵥ A *ᵥ x := by
    rw [dotProduct_mulVec x A s, ← mulVec_transpose, hS.eq, dotProduct_comm]
  unfold shellEnergy adiabaticEnergy
  rw [hW, ← hx]
  simp only [mulVec_sub, dotProduct_sub, sub_dotProduct]
  rw [hsym]
  ring

/-- For symmetric invertible `A`, the force of the adiabatic energy is the force of the shell
energy at fixed shells, evaluated at `s = A⁻¹ B R`. -/
theorem adiabaticEnergy_force (hS : A.IsSymm) (hA : IsUnit A.det)
    (hF : ∀ s, IsForceField (shellEnergy A B V s) (F s)) :
    IsForceField (adiabaticEnergy A B V) (fun R => F (A⁻¹ *ᵥ (B *ᵥ R)) R) := by
  intro R v
  have hs : A *ᵥ (A⁻¹ *ᵥ (B *ᵥ R)) = B *ᵥ R := by
    rw [mulVec_mulVec, mul_nonsing_inv A hA, one_mulVec]
  obtain ⟨u, hu⟩ : ∃ u, A *ᵥ u = B *ᵥ v :=
    ⟨A⁻¹ *ᵥ (B *ᵥ v), by rw [mulVec_mulVec, mul_nonsing_inv A hA, one_mulVec]⟩
  show HasDerivAt (fun t : ℝ => adiabaticEnergy A B V (R + t • v))
    (-(F (A⁻¹ *ᵥ (B *ᵥ R)) R ⬝ᵥ v)) 0
  generalize A⁻¹ *ᵥ (B *ᵥ R) = s at hs ⊢
  -- freezing the shells costs an energy of second order in the displacement
  have hgap : ∀ t : ℝ, shellEnergy A B V s (R + t • v)
      = adiabaticEnergy A B V (R + t • v) + t ^ 2 * (u ⬝ᵥ A *ᵥ u / 2) := by
    intro t
    have hx : A *ᵥ (s + t • u) = B *ᵥ (R + t • v) := by
      simp only [mulVec_add, mulVec_smul, hs, hu]
    have hd : s - (s + t • u) = (-t) • u := by module
    rw [shellEnergy_eq_add_square hS hA s _ _ hx, hd]
    simp only [mulVec_smul, smul_dotProduct, dotProduct_smul, smul_eq_mul]
    ring
  have hq : HasDerivAt (fun t : ℝ => t ^ 2 * (u ⬝ᵥ A *ᵥ u / 2)) 0 0 := by
    simpa using (hasDerivAt_pow 2 (0 : ℝ)).mul_const (u ⬝ᵥ A *ᵥ u / 2)
  convert (hF s R v).fun_sub hq using 1
  · funext t
    linarith [hgap t]
  · rw [sub_zero]

end

end AdiabaticEnergyForce
```

The compiler's answer:

```
Main.lean:74:4: error: Tactic `apply` failed: could not unify the conclusion of `@funext`
  ?f = ?g
with the goal
  Real.instAddCommGroup = Real.normedAddCommGroup.toAddCommGroup

Note: The full type of `@funext` is
  ∀ {α : Sort ?u.315} {β : α → Sort ?u.314} {f g : (x : α) → β x}, (∀ (x : α), f x = g x) → f = g

case e'_4
ι : Type u_1
κ : Type u_2
inst✝² : Fintype ι
inst✝¹ : DecidableEq ι
inst✝ : Fintype κ
A : Matrix ι ι ℝ
B : Matrix ι κ ℝ
V : (κ → ℝ) → ℝ
F : (ι → ℝ) → (κ → ℝ) → κ → ℝ
hS : A.IsSymm
hA : IsUnit A.det
hF : ∀ (s : ι → ℝ), IsForceField (shellEnergy A B V s) (F s)
R v : κ → ℝ
u : ι → ℝ
hu : A *ᵥ u = B *ᵥ v
s : ι → ℝ
hs : A *ᵥ s = B *ᵥ R
hgap : ∀ (t : ℝ), shellEnergy A B V s (R + t • v) = adiabaticEnergy A B V (R + t • v) + t ^ 2 * (u ⬝ᵥ A *ᵥ u / 2)
hq : HasDerivAt (fun t => t ^ 2 * (u ⬝ᵥ A *ᵥ u / 2)) 0 0
⊢ Real.instAddCommGroup = Real.normedAddCommGroup.toAddCommGroup
Main.lean:76:8: error: Tactic `rewrite` failed: Did not find an occurrence of the pattern
  ?a - 0
in the target expression
  Semiring.toModule = RCLike.toInnerProductSpaceReal.toModule

case e'_5
ι : Type u_1
κ : Type u_2
inst✝² : Fintype ι
inst✝¹ : DecidableEq ι
inst✝ : Fintype κ
A : Matrix ι ι ℝ
B : Matrix ι κ ℝ
V : (κ → ℝ) → ℝ
F : (ι → ℝ) → (κ → ℝ) → κ → ℝ
hS : A.IsSymm
hA : IsUnit A.det
hF : ∀ (s : ι → ℝ), IsForceField (shellEnergy A B V s) (F s)
R v : κ → ℝ
u : ι → ℝ
hu : A *ᵥ u = B *ᵥ v
s : ι → ℝ
hs : A *ᵥ s = B *ᵥ R
hgap : ∀ (t : ℝ), shellEnergy A B V s (R + t • v) = adiabaticEnergy A B V (R + t • v) + t ^ 2 * (u ⬝ᵥ A *ᵥ u / 2)
hq : HasDerivAt (fun t => t ^ 2 * (u ⬝ᵥ A *ᵥ u / 2)) 0 0
e_4✝ : Real.instAddCommGroup = Real.normedAddCommGroup.toAddCommGroup
⊢ Semiring.toModule = RCLike.toInnerProductSpaceReal.toModule
Main.lean:52:77: error: unsolved goals
case e'_8
ι : Type u_1
κ : Type u_2
inst✝² : Fintype ι
inst✝¹ : DecidableEq ι
inst✝ : Fintype κ
A : Matrix ι ι ℝ
B : Matrix ι κ ℝ
V : (κ → ℝ) → ℝ
F : (ι → ℝ) → (κ → ℝ) → κ → ℝ
hS : A.IsSymm
hA : IsUnit A.det
hF : ∀ (s : ι → ℝ), IsForceField (shellEnergy A B V s) (F s)
R v : κ → ℝ
u : ι → ℝ
hu : A *ᵥ u = B *ᵥ v
s : ι → ℝ
hs : A *ᵥ s = B *ᵥ R
hgap : ∀ (t : ℝ), shellEnergy A B V s (R + t • v) = adiabaticEnergy A B V (R + t • v) + t ^ 2 * (u ⬝ᵥ A *ᵥ u / 2)
hq : HasDerivAt (fun t => t ^ 2 * (u ⬝ᵥ A *ᵥ u / 2)) 0 0
⊢ (fun t => adiabaticEnergy A B V (R + t • v)) = fun i => shellEnergy A B V s (R + i • v) - i ^ 2 * (u ⬝ᵥ A *ᵥ u / 2)

case e'_9
ι : Type u_1
κ : Type u_2
inst✝² : Fintype ι
inst✝¹ : DecidableEq ι
inst✝ : Fintype κ
A : Matrix ι ι ℝ
B : Matrix ι κ ℝ
V : (κ → ℝ) → ℝ
F : (ι → ℝ) → (κ → ℝ) → κ → ℝ
hS : A.IsSymm
hA : IsUnit A.det
hF : ∀ (s : ι → ℝ), IsForceField (shellEnergy A B V s) (F s)
R v : κ → ℝ
u : ι → ℝ
hu : A *ᵥ u = B *ᵥ v
s : ι → ℝ
hs : A *ᵥ s = B *ᵥ R
hgap : ∀ (t : ℝ), shellEnergy A B V s (R + t • v) = adiabaticEnergy A B V (R + t • v) + t ^ 2 * (u ⬝ᵥ A *ᵥ u / 2)
hq : HasDerivAt (fun t => t ^ 2 * (u ⬝ᵥ A *ᵥ u / 2)) 0 0
⊢ -(F s R ⬝ᵥ v) = -(F s R ⬝ᵥ v) - 0
```

Diagnosis. The proof expected `convert ... using 1` to leave two goals, one equating the functions and one equating their derivatives. It left four, and the first two ask that differently written additive-group and module instances on `ℝ` be equal. The bullets take goals in order, so `funext t` met the group equality, which is not in the form of an equality of functions that it could unify with, and `rw [sub_zero]` met the module equality, which contains no `?a - 0`. The third message lists the two intended goals, which no bullet reached.

The repair proves the equality of functions separately as `hfun`, by the same `funext t` and `linarith [hgap t]`. The `rw` then puts the difference of energies into the goal and, by `sub_zero` read backwards, writes the derivative as `-(F s R ⬝ᵥ v) - 0`. Now `exact` can supply `(hF s R v).fun_sub hq` directly: it checks the types up to definitional equality, which covers the two spellings of the instances, and leaves no separate goals for them.

The repair, with which the file compiles:

```diff
@@ -71,8 +71,10 @@
   have hq : HasDerivAt (fun t : ℝ => t ^ 2 * (u ⬝ᵥ A *ᵥ u / 2)) 0 0 := by
     simpa using (hasDerivAt_pow 2 (0 : ℝ)).mul_const (u ⬝ᵥ A *ᵥ u / 2)
-  convert (hF s R v).fun_sub hq using 1
-  · funext t
+  have hfun : (fun t : ℝ => adiabaticEnergy A B V (R + t • v)) = fun t : ℝ =>
+      shellEnergy A B V s (R + t • v) - t ^ 2 * (u ⬝ᵥ A *ᵥ u / 2) := by
+    funext t
     linarith [hgap t]
-  · rw [sub_zero]
+  rw [hfun, ← sub_zero (-(F s R ⬝ᵥ v))]
+  exact (hF s R v).fun_sub hq
 
 end
```
